# On a finite lattice, the Lieb supremum is attained at densities surrounded by ensemble densities

## Two sites and one particle

Put one particle on two sites with hopping amplitude $-t$, where $t>0$, and apply the potential $v=(a,-a)$. The Hamiltonian is
$$\begin{pmatrix} a & -t\\ -t & -a\end{pmatrix},$$
and its ground energy is $E(v)=-\sqrt{t^2+a^2}$. Which potential belongs to the density $\rho=\left(\tfrac{1+x}{2},\tfrac{1-x}{2}\right)$ with $|x|\le 1$? Lieb's variational approach maximises
$$E(v)-v\cdot\rho=-\sqrt{t^2+a^2}-ax .$$

For $|x|<1$ the maximum lies at $a=-xt/\sqrt{1-x^2}$ and has the value $-t\sqrt{1-x^2}$. It exists because the objective is at most $-(1-|x|)\,|a|$, which falls linearly in every direction.

The limiting case $x=1$ behaves differently. The objective $-\sqrt{t^2+a^2}-a$ approaches its supremum $0$ as $a\to-\infty$ and never reaches it. An empty site would need an infinitely high potential.

The slope $1-|x|$ measures how far $\rho$ can be moved before it stops being a density of any state. The same mechanism works for any number of sites and for interacting particles.

## The general lattice model

The Hilbert space is $\mathbb C^m$, with basis labelled by a finite type `κ`; the sites are labelled by a finite type `ι`. A `LatticeSystem` consists of a Hermitian operator $H_0$ (`H0`), Hermitian site occupations $n_i$ (`n i`) and a real number $N$ with $\sum_i n_i=N\cdot 1$. This last condition stands for a fixed particle number. $H_0$ may contain hopping and any interaction.

An `Ensemble` $\Gamma$ is a list of $m$ unit vectors $\psi_k$ with probabilities $p_k$. The vectors need not be orthogonal. Its average of an operator $A$ is
$$\langle A\rangle_\Gamma=\sum_k p_k\,\mathrm{Re}\langle\psi_k,A\psi_k\rangle ,$$
and its density $\rho_\Gamma$ has the components $\langle n_i\rangle_\Gamma$. For a potential $v$,
$$H(v)=H_0+\sum_i v_i n_i,\qquad E(v)=\inf_\Gamma\langle H(v)\rangle_\Gamma,\qquad G_\rho(v)=E(v)-v\cdot\rho .$$
These are `hamiltonian`, `groundEnergy` applied to it, and `objective`. The Lieb functional at $\rho$ is the supremum of $G_\rho$ over all $v$. Potentials and densities carry the Euclidean norm, operators the operator norm.

Density matrices, that is, positive operators of trace one, could also have served as the states. Averages would then be traces, and $|\mathrm{Tr}\,\Gamma A|\le\|A\|$ would replace a termwise estimate. By the spectral decomposition, $E$ and the set of densities would stay the same.

## What the theorems say

The central hypothesis is `IsInterior ρ δ`: the density $\rho$ sums to $N$, and every $\rho'$ with sum $N$ and $\|\rho'-\rho\|\le\delta$ is the density of some ensemble. That ensemble need not be a ground state of anything. The sum condition on $\rho$ matters, because a $\rho$ lying farther than $\delta$ from the plane of sum $N$ would satisfy the second part vacuously.

- `objective_le`: if $\delta\ge 0$ and $\sum_i v_i=0$, then $G_\rho(v)\le\|H_0\|-\delta\|v\|$.
- `lieb_attained`: if $\delta>0$, some sum-zero $v$ with $\|v\|\le 2\|H_0\|/\delta$ maximises $G_\rho$. `IsGreatest` over `Set.range` says that the maximum is over all potentials, not only the sum-zero ones.
- `isInterior_witness`: for one particle with any Hermitian hopping operator, the hypothesis holds whenever $\sum_i\rho_i=1$ and $\rho_i\ge\delta$ on every site.

For more particles, the hypothesis has to be supplied for the system at hand. Uniqueness of the maximiser is not claimed.

For density-to-potential inversion in lattice density functional theory, this means that the maximisation has a solution within a known radius, provided that the Hilbert space is finite-dimensional and the density is interior. That $\rho$ is then the density of a ground-state ensemble in $v$ follows from a further convexity argument, which the file does not contain.

## The derivation by hand

**Two facts about averages.** Since $|\langle\psi,A\psi\rangle|\le\|A\|$ for a unit vector $\psi$, and the probabilities sum to one, $|\langle A\rangle_\Gamma|\le\|A\|$. By linearity,
$$\langle H(v)\rangle_\Gamma=\langle H_0\rangle_\Gamma+v\cdot\rho_\Gamma .$$

**The linear decay.** Let $v\ne0$ have sum zero. The vector $\rho'=\rho-\delta v/\|v\|$ sums to $N$ and has distance $\delta$ from $\rho$, so it is the density of some $\Gamma$. The variational principle gives
$$E(v)\le\langle H_0\rangle_\Gamma+v\cdot\rho'\le\|H_0\|+v\cdot\rho-\delta\|v\| .$$
Subtracting $v\cdot\rho$ gives the bound. For $v=0$, use $\rho'=\rho$.

**Constant shifts.** Every ensemble density sums to $N$. Adding a constant $c$ to all $v_i$ therefore raises each energy, and so $E$, by $cN$. It raises $v\cdot\rho$ by $cN$ as well, so $G_\rho$ does not change.

**The maximum.** For Hamiltonians $A$ and $B$, $\langle A\rangle_\Gamma\le\langle B\rangle_\Gamma+\|A-B\|$ for every $\Gamma$. Taking infima and exchanging $A$ and $B$ shows that the ground energy is Lipschitz, so $G_\rho$ is continuous. It has a maximiser $v$ on the compact set of sum-zero potentials with norm at most $2\|H_0\|/\delta$. This set contains $0$, where $G_\rho(0)=E(0)\ge-\|H_0\|$.

Now take any potential $w$ and subtract its mean to get $u$, with $G_\rho(u)=G_\rho(w)$. If $u$ lies in the compact set, $G_\rho(u)\le G_\rho(v)$. Otherwise $\delta\|u\|>2\|H_0\|$, and
$$G_\rho(u)\le\|H_0\|-\delta\|u\|<-\|H_0\|\le G_\rho(0)\le G_\rho(v).$$

**One particle.** If $\rho_i\ge\delta$ and $\|\rho'-\rho\|\le\delta$, then $\rho'_i\ge\rho_i-\delta\ge0$. When $\rho'$ also sums to one, mixing the site states with probabilities $\rho'_i$ produces exactly the density $\rho'$.

## The Lean file

```lean
import Mathlib

open Finset

noncomputable section

namespace LatticeLieb

variable {ι κ : Type*} [Fintype ι] [Fintype κ]

/-- Operators on the finite-dimensional Hilbert space with basis labelled by `κ`. -/
abbrev Op (κ : Type*) [Fintype κ] := EuclideanSpace ℂ κ →L[ℂ] EuclideanSpace ℂ κ

/-- The real part of the expectation value of `A` in the vector `ψ`. -/
def expect (A : Op κ) (ψ : EuclideanSpace ℂ κ) : ℝ := (inner ℂ ψ (A ψ)).re

/-- A mixed state: unit vectors `ψ k` occurring with probabilities `p k`. -/
structure Ensemble (κ : Type*) [Fintype κ] where
  p : κ → ℝ
  ψ : κ → EuclideanSpace ℂ κ
  nonneg : ∀ k, 0 ≤ p k
  sum_one : ∑ k, p k = 1
  unit : ∀ k, ‖ψ k‖ = 1

/-- The ensemble average of an operator. -/
def Ensemble.avg (Γ : Ensemble κ) (A : Op κ) : ℝ := ∑ k, Γ.p k * expect A (Γ.ψ k)

/-- The infimum of the average of `A` over all ensembles. -/
def groundEnergy (A : Op κ) : ℝ := ⨅ Γ : Ensemble κ, Γ.avg A

/-- A Hermitian Hamiltonian `H0` and Hermitian site occupations `n i` that add up to `N`. -/
structure LatticeSystem (ι κ : Type*) [Fintype ι] [Fintype κ] where
  H0 : Op κ
  n : ι → Op κ
  N : ℝ
  H0_herm : ∀ x y, inner ℂ (H0 x) y = inner ℂ x (H0 y)
  n_herm : ∀ i x y, inner ℂ (n i x) y = inner ℂ x (n i y)
  sum_n : ∀ x, ∑ i, n i x = (N : ℂ) • x

/-- An ensemble average is bounded by the operator norm. -/
theorem abs_avg_le (Γ : Ensemble κ) (A : Op κ) : |Γ.avg A| ≤ ‖A‖ := by
  calc |Γ.avg A| ≤ ∑ k, |Γ.p k * expect A (Γ.ψ k)| := abs_sum_le_sum_abs _ _
    _ ≤ ∑ k, Γ.p k * ‖A‖ := sum_le_sum fun k _ => by
        have h1 := Complex.abs_re_le_norm (inner ℂ (Γ.ψ k) (A (Γ.ψ k)))
        have h2 := norm_inner_le_norm (𝕜 := ℂ) (Γ.ψ k) (A (Γ.ψ k))
        have h3 := A.le_opNorm (Γ.ψ k)
        rw [Γ.unit, one_mul] at h2
        rw [Γ.unit, mul_one] at h3
        rw [abs_mul, abs_of_nonneg (Γ.nonneg k)]
        exact mul_le_mul_of_nonneg_left (h1.trans (h2.trans h3)) (Γ.nonneg k)
    _ = ‖A‖ := by rw [← sum_mul, Γ.sum_one, one_mul]

/-- No ensemble has an average below the ground energy. -/
theorem groundEnergy_le (Γ : Ensemble κ) (A : Op κ) : groundEnergy A ≤ Γ.avg A :=
  ciInf_le ⟨-‖A‖, by rintro _ ⟨Δ, rfl⟩; exact (abs_le.mp (abs_avg_le Δ A)).1⟩ Γ

namespace LatticeSystem

variable (S : LatticeSystem ι κ)

/-- The Hamiltonian in the external potential `v`. -/
def hamiltonian (v : EuclideanSpace ℝ ι) : Op κ := S.H0 + ∑ i, (v i : ℂ) • S.n i

/-- The site density of an ensemble. -/
def density (Γ : Ensemble κ) : EuclideanSpace ℝ ι := WithLp.toLp 2 fun i => Γ.avg (S.n i)

/-- The quantity `E(v) - v·ρ`, whose supremum over `v` is the Lieb functional. -/
def objective (ρ v : EuclideanSpace ℝ ι) : ℝ :=
  groundEnergy (S.hamiltonian v) - inner ℝ v ρ

/-- The density `ρ` sums to `N`, and every density with sum `N` within distance `δ` of it
is an ensemble density. -/
def IsInterior (ρ : EuclideanSpace ℝ ι) (δ : ℝ) : Prop :=
  ∑ i, ρ i = S.N ∧ ∀ ρ' : EuclideanSpace ℝ ι, ∑ i, ρ' i = S.N → ‖ρ' - ρ‖ ≤ δ →
    ∃ Γ : Ensemble κ, S.density Γ = ρ'

/-- Expectation values of the Hamiltonian are real. -/
theorem expectation_real (v : EuclideanSpace ℝ ι) (x : EuclideanSpace ℂ κ) :
    (inner ℂ x (S.hamiltonian v x)).im = 0 := by
  have h : inner ℂ (S.hamiltonian v x) x = inner ℂ x (S.hamiltonian v x) := by
    simp [hamiltonian, S.H0_herm, S.n_herm]
  exact Complex.conj_eq_iff_im.mp ((inner_conj_symm _ _).trans h)

/-- The energy of an ensemble is its average of `H0` plus `v·ρ`. -/
theorem avg_hamiltonian (Γ : Ensemble κ) (v : EuclideanSpace ℝ ι) :
    Γ.avg (S.hamiltonian v) = Γ.avg S.H0 + inner ℝ v (S.density Γ) := by
  have h1 : inner ℝ v (S.density Γ) = ∑ i, v i * Γ.avg (S.n i) := by
    simp [PiLp.inner_apply, density, mul_comm]
  have h2 : ∀ ψ, expect (S.hamiltonian v) ψ =
      expect S.H0 ψ + ∑ i, v i * expect (S.n i) ψ := by
    intro ψ
    simp [expect, hamiltonian, inner_smul_right]
  rw [h1]
  simp only [Ensemble.avg, h2, mul_add, sum_add_distrib, mul_sum]
  rw [sum_comm]
  congr 1
  exact sum_congr rfl fun i _ => sum_congr rfl fun k _ => by ring

/-- Every ensemble density sums to `N`. -/
theorem sum_density (Γ : Ensemble κ) : ∑ i, S.density Γ i = S.N := by
  have h : ∀ k, ∑ i, expect (S.n i) (Γ.ψ k) = S.N := by
    intro k
    have h := congrArg (fun x => (inner ℂ (Γ.ψ k) x).re) (S.sum_n (Γ.ψ k))
    simpa [expect, inner_sum, inner_smul_right, inner_self_eq_norm_sq_to_K, Γ.unit] using h
  change ∑ i, ∑ k, Γ.p k * expect (S.n i) (Γ.ψ k) = S.N
  rw [sum_comm]
  simp only [← mul_sum, h]
  rw [← sum_mul, Γ.sum_one, one_mul]

/-- A constant shift of the potential leaves `E(v) - v·ρ` unchanged when `ρ` sums to `N`. -/
theorem objective_shift [Nonempty (Ensemble κ)] {ρ : EuclideanSpace ℝ ι}
    (hρ : ∑ i, ρ i = S.N) (v : EuclideanSpace ℝ ι) (c : ℝ) :
    S.objective ρ (v + WithLp.toLp 2 fun _ => c) = S.objective ρ v := by
  have hi : ∀ σ : EuclideanSpace ℝ ι,
      inner ℝ (v + WithLp.toLp 2 fun _ => c) σ = inner ℝ v σ + c * ∑ i, σ i := by
    intro σ
    rw [inner_add_left, mul_sum]
    simp [PiLp.inner_apply, mul_comm]
  have hx : ∀ Γ : Ensemble κ, Γ.avg (S.hamiltonian (v + WithLp.toLp 2 fun _ => c)) =
      Γ.avg (S.hamiltonian v) + c * S.N := by
    intro Γ
    rw [S.avg_hamiltonian, S.avg_hamiltonian, hi, S.sum_density, add_assoc]
  have hE : groundEnergy (S.hamiltonian (v + WithLp.toLp 2 fun _ => c)) =
      groundEnergy (S.hamiltonian v) + c * S.N := by
    apply le_antisymm
    · rw [← sub_le_iff_le_add]
      refine le_ciInf fun Γ => ?_
      linarith [groundEnergy_le Γ (S.hamiltonian (v + WithLp.toLp 2 fun _ => c)), hx Γ]
    · refine le_ciInf fun Γ => ?_
      linarith [groundEnergy_le Γ (S.hamiltonian v), hx Γ]
  rw [objective, objective, hE, hi, hρ]
  ring

/-- If `IsInterior ρ δ` holds with `δ ≥ 0`, then `E(v) - v·ρ` is at most `‖H0‖ - δ‖v‖` for every
sum-zero potential `v`. -/
theorem objective_le {ρ v : EuclideanSpace ℝ ι} {δ : ℝ} (hδ : 0 ≤ δ)
    (h : S.IsInterior ρ δ) (hv : ∑ i, v i = 0) :
    S.objective ρ v ≤ ‖S.H0‖ - δ * ‖v‖ := by
  have ht : δ / ‖v‖ * ‖v‖ ≤ δ ∧ δ / ‖v‖ * ‖v‖ ^ 2 = δ * ‖v‖ := by
    rcases eq_or_ne ‖v‖ 0 with h0 | h0
    · rw [h0]
      simpa using hδ
    · rw [pow_two, ← mul_assoc, div_mul_cancel₀ _ h0]
      exact ⟨le_rfl, rfl⟩
  -- move the density by `δ` against the potential
  obtain ⟨Γ, hΓ⟩ := h.2 (ρ - (δ / ‖v‖) • v)
    (by simp [sum_sub_distrib, ← mul_sum, hv, h.1])
    (by
      rw [sub_sub_cancel_left, norm_neg, norm_smul, Real.norm_of_nonneg (by positivity)]
      exact ht.1)
  have h1 := S.avg_hamiltonian Γ v
  rw [hΓ, inner_sub_right, real_inner_smul_right, real_inner_self_eq_norm_sq, ht.2] at h1
  rw [objective]
  linarith [groundEnergy_le Γ (S.hamiltonian v), (abs_le.mp (abs_avg_le Γ S.H0)).2]

/-- If `IsInterior ρ δ` holds with `δ > 0`, the Lieb supremum at `ρ` is attained, at a sum-zero
potential of norm at most `2‖H0‖/δ`. -/
theorem lieb_attained {ρ : EuclideanSpace ℝ ι} {δ : ℝ} (hδ : 0 < δ)
    (h : S.IsInterior ρ δ) :
    ∃ v : EuclideanSpace ℝ ι, ∑ i, v i = 0 ∧ ‖v‖ ≤ 2 * ‖S.H0‖ / δ ∧
      IsGreatest (Set.range (S.objective ρ)) (S.objective ρ v) := by
  obtain ⟨Γ₀, -⟩ := h.2 ρ h.1 (by simpa using hδ.le)
  have : Nonempty (Ensemble κ) := ⟨Γ₀⟩
  -- the ground energy is Lipschitz in the Hamiltonian
  have hL : LipschitzWith 1 (groundEnergy : Op κ → ℝ) := by
    refine LipschitzWith.of_le_add fun A B => ?_
    rw [← sub_le_iff_le_add, dist_eq_norm]
    refine le_ciInf fun Γ => ?_
    have h2 : Γ.avg (A - B) = Γ.avg A - Γ.avg B := by
      simp [Ensemble.avg, expect, inner_sub_right, mul_sub, sum_sub_distrib]
    linarith [groundEnergy_le Γ A, (abs_le.mp (abs_avg_le Γ (A - B))).2]
  have hc : ∀ i, Continuous fun v : EuclideanSpace ℝ ι => v i := fun i => by fun_prop
  have hH : Continuous S.hamiltonian := continuous_const.add
    (continuous_finsetSum _ fun i _ =>
      (Complex.continuous_ofReal.comp (hc i)).smul continuous_const)
  have hG : Continuous (S.objective ρ) :=
    (hL.continuous.comp hH).sub (continuous_id.inner continuous_const)
  have hK : IsCompact (Metric.closedBall (0 : EuclideanSpace ℝ ι) (2 * ‖S.H0‖ / δ) ∩
      {v | ∑ i, v i = 0}) := (isCompact_closedBall _ _).inter_right
    (isClosed_eq (continuous_finsetSum _ fun i _ => hc i) continuous_const)
  have hz : (0 : EuclideanSpace ℝ ι) ∈ Metric.closedBall (0 : EuclideanSpace ℝ ι)
      (2 * ‖S.H0‖ / δ) ∩ {v | ∑ i, v i = 0} :=
    ⟨Metric.mem_closedBall_self (by positivity), by simp⟩
  obtain ⟨v, hv, hmax⟩ := hK.exists_isMaxOn ⟨0, hz⟩ hG.continuousOn
  have h0 : -‖S.H0‖ ≤ S.objective ρ 0 := by
    rw [objective, inner_zero_left, sub_zero]
    refine le_ciInf fun Γ => ?_
    rw [S.avg_hamiltonian, inner_zero_left, add_zero]
    exact (abs_le.mp (abs_avg_le Γ S.H0)).1
  refine ⟨v, hv.2, by simpa using hv.1, ⟨v, rfl⟩, ?_⟩
  rintro _ ⟨w, rfl⟩
  -- remove the mean of the potential
  rw [← S.objective_shift h.1 w (-((∑ i, w i) / Fintype.card ι))]
  set u := w + WithLp.toLp 2 fun _ => -((∑ i, w i) / Fintype.card ι) with hu
  have hs : ∑ i, u i = 0 := by
    rcases isEmpty_or_nonempty ι with he | he
    · simp
    · have hn : (Fintype.card ι : ℝ) ≠ 0 := by exact_mod_cast Fintype.card_ne_zero
      simp only [hu, PiLp.add_apply, sum_add_distrib, sum_const, card_univ, nsmul_eq_mul]
      field_simp
      ring
  by_cases hb : ‖u‖ ≤ 2 * ‖S.H0‖ / δ
  · exact hmax ⟨by simpa using hb, hs⟩
  · -- far away the objective lies below its value at zero potential
    have h1 := S.objective_le hδ.le h hs
    have h2 := (div_lt_iff₀ hδ).mp (not_le.mp hb)
    have h3 : S.objective ρ 0 ≤ S.objective ρ v := hmax hz
    linarith

end LatticeSystem

/-- One particle on the sites `ι` with Hermitian hopping operator `T`; the occupation of a
site is the projection onto it. -/
def oneParticle [DecidableEq ι] (T : Op ι)
    (hT : ∀ x y, inner ℂ (T x) y = inner ℂ x (T y)) : LatticeSystem ι ι where
  H0 := T
  n i := (innerSL ℂ (EuclideanSpace.single i (1 : ℂ))).smulRight (EuclideanSpace.single i 1)
  N := 1
  H0_herm := hT
  n_herm i x y := by simp [inner_smul_left, inner_smul_right, mul_comm]
  sum_n x := by
    ext j
    simp [EuclideanSpace.inner_single_left, Pi.single_apply]

/-- For one particle, a normalised density with at least `δ` on every site has only ensemble
densities around it, among normalised densities up to distance `δ`. -/
theorem isInterior_witness [DecidableEq ι] (T : Op ι)
    (hT : ∀ x y, inner ℂ (T x) y = inner ℂ x (T y)) {ρ : EuclideanSpace ℝ ι} {δ : ℝ}
    (hρ : ∑ i, ρ i = 1) (hδ : ∀ i, δ ≤ ρ i) : (oneParticle T hT).IsInterior ρ δ := by
  refine ⟨hρ, fun ρ' hs hd => ?_⟩
  have hp : ∀ i, 0 ≤ ρ' i := by
    intro i
    have h1 : |ρ' i - ρ i| ≤ ‖ρ' - ρ‖ := PiLp.norm_apply_le (ρ' - ρ) i
    linarith [(abs_le.mp (h1.trans hd)).1, hδ i]
  -- mix the site states with the weights `ρ'`
  refine ⟨⟨fun i => ρ' i, fun i => EuclideanSpace.single i 1, hp, hs, by simp⟩, ?_⟩
  have he : ∀ i k, expect ((oneParticle T hT).n i) (EuclideanSpace.single k 1) =
      if k = i then 1 else 0 := by
    intro i k
    by_cases h : k = i
    · subst h
      simp [expect, oneParticle]
    · simp [expect, oneParticle, inner_smul_right, EuclideanSpace.inner_single_left, h,
        Ne.symm h]
  ext i
  simp [LatticeSystem.density, Ensemble.avg, he]

end LatticeLieb
```

```lean
#print axioms LatticeLieb.LatticeSystem.expectation_real
-- 'LatticeLieb.LatticeSystem.expectation_real' depends on axioms: [propext, Classical.choice, Quot.sound]
#print axioms LatticeLieb.LatticeSystem.lieb_attained
-- 'LatticeLieb.LatticeSystem.lieb_attained' depends on axioms: [propext, Classical.choice, Quot.sound]
```

## How the code follows the derivation

`abs_avg_le` bounds each term of the average by Cauchy–Schwarz and the operator norm. `groundEnergy_le` uses this bound to show that the infimum is over a set bounded below, and then gives the variational principle. `expectation_real` shows that the real part in `expect` discards nothing for `hamiltonian`.

`avg_hamiltonian` is the splitting of the energy into $\langle H_0\rangle_\Gamma$ and $v\cdot\rho_\Gamma$; its main step exchanges the sums over sites and ensemble members. `sum_density` does the same exchange for the particle number. `objective_shift` proves the shift of $E$ as two inequalities, each by comparing the two energies ensemble by ensemble.

In `objective_le`, the call to `h.2` supplies the ensemble with the displaced density, and `linarith` combines the variational principle with the bound on $\langle H_0\rangle_\Gamma$. The case $v=0$ needs no separate ensemble: Lean sets `δ / 0` to zero, so the displaced density is $\rho$ itself.

In `lieb_attained`, `hL` is the Lipschitz estimate, `hG` the continuity of the objective and `hK` the compactness. `exists_isMaxOn` then yields the maximiser, and `h0` is the lower bound at zero potential. For an arbitrary competitor `w`, the proof rewrites with `objective_shift` to reach the sum-zero potential `u`. The `by_cases` on its norm separates the two cases of the last step by hand.

`isInterior_witness` first proves that the components of `ρ'` are nonnegative, then builds the ensemble of site states. The auxiliary statement `he` evaluates each occupation in each site state as one or zero, which leaves `ρ'` as the density.
